# With fixed transition dipoles, linear interpolation of 1/C6 between two scissors shifts never underestimates C6

## Strengths, summed gaps and the shift

Let k label pairs of excitations, one on each of two molecules. The pair has a summed gap g_k > 0, the sum of the two excitation energies, and a strength c_k > 0. In atomic units, for the isotropic coefficient, c_k is 2/3 times the product of the two squared transition dipoles. The sign convention is E = −C6/R⁶.

For any positive gaps w_k, write

C6(w) = Σ_k c_k/w_k.

A scissors correction raises all excitation energies of a molecule by a constant. If t ≥ 0 is the sum of the two molecules' constants, then at fixed dipoles

C(t) = Σ_k c_k/(g_k + t).

The sum is finite and nonempty; pairs of zero strength are left out.

## The bound

C is strictly decreasing on t ≥ 0, and 1/C is concave there. For shifts s, t ≥ 0 and weights a, b ≥ 0 with a + b = 1,

C(as + bt) ≤ 1/(a/C(s) + b/C(t)).

If a, b > 0 and s ≠ t, equality holds exactly when all g_k are equal.

## Use in tabulated dispersion coefficients

A code that stores C6 at two shifts, but not the spectrum, can interpolate 1/C6 and know the sign of the error: within this finite sum-over-states model with fixed dipoles, the interpolated dispersion attraction is never too weak. If the spectrum is available, the sum can be evaluated directly.

## Derivation from a sum of squares

Take two sets of positive gaps x_k, y_k and put

X = 1/C6(x), Y = 1/C6(y), M = aX + bY, w_k = ax_k + by_k.

For one pair, with the index suppressed, expansion gives

(aX²y + bY²x)(ax + by) − (aX + bY)²xy = ab(Xy − Yx)²,

because the terms a²X²xy and b²Y²xy cancel. Divide by xyw, multiply by c_k and sum. Since X²C6(x) = X and Y²C6(y) = Y,

M − M²C6(w) = ab Σ_k c_k(Xy_k − Yx_k)²/(x_k y_k w_k) ≥ 0.

As M > 0, this gives M ≤ 1/C6(w), which is concavity in the gaps. Now set x_k = g_k + s and y_k = g_k + t. Then w_k = g_k + as + bt, and taking reciprocals gives the bound. Strict decrease holds because every term of C decreases strictly.

If interpolation is exact with a, b > 0, the left side is zero, so every square vanishes:

X(g_k + t) = Y(g_k + s).

Subtracting the equation for l from that for k gives (X − Y)(g_k − g_l) = 0. If X = Y, then s = t, which was excluded; so g_k = g_l. Conversely, if every gap equals G, then 1/C(t) = (G + t)/Σ_k c_k is linear in t, and interpolation is exact. A single pair of excitations is the smallest such case.

The same argument applies to the static isotropic polarizability, (2/3) Σ_k d_k²/ω_k in atomic units, with fixed nonzero transition dipoles d_k and positive excitation energies ω_k: its reciprocal is concave in a scissors shift.

## The Lean file

```lean
import Mathlib

open Finset

namespace ScissorsDispersion

noncomputable section

variable {ι : Type*} [Fintype ι]

/-- The dispersion coefficient as a sum over pairs of excitations, one on each molecule, with
strengths `c k` (products of squared transition dipoles, prefactor included) and summed gaps
`w k`, for nonzero `w k`. -/
def c6 (c w : ι → ℝ) : ℝ := ∑ k, c k / w k

/-- The dispersion coefficient with fixed strengths after every summed gap `g k` is raised
by `t`, for nonzero `g k + t`. -/
def scissorsC6 (c g : ι → ℝ) (t : ℝ) : ℝ := c6 c (fun k => g k + t)


/-- A weighted mean of two positive numbers is positive. -/
lemma mix_pos {a b x y : ℝ} (ha : 0 ≤ a) (hb : 0 ≤ b) (hab : a + b = 1)
    (hx : 0 < x) (hy : 0 < y) : 0 < a * x + b * y := by
  rcases ha.eq_or_lt with h | h
  · have h1 : b = 1 := by linarith
    rw [← h, h1]
    simpa using hy
  · have h1 := mul_pos h hx
    have h2 := mul_nonneg hb hy.le
    linarith

/-- For at least one pair, with all strengths and gaps positive, C6 is positive. -/
lemma c6_pos [Nonempty ι] {c w : ι → ℝ} (hc : ∀ k, 0 < c k) (hw : ∀ k, 0 < w k) :
    0 < c6 c w :=
  Finset.sum_pos (fun k _ => div_pos (hc k) (hw k)) Finset.univ_nonempty

/-- Let `X`, `Y` be the reciprocals of C6 at positive gaps `x`, `y`, let `a`, `b` be nonnegative
weights with sum 1, and put `M = a * X + b * Y`. Then `M` minus `M ^ 2` times C6 at the averaged
gaps equals `a * b` times a sum of the squares `(X * y k - Y * x k) ^ 2` with coefficients
`c k / (x k * y k * (a * x k + b * y k))`. -/
theorem interpolation_defect (c : ι → ℝ) {x y : ι → ℝ} (hx : ∀ k, 0 < x k) (hy : ∀ k, 0 < y k)
    {a b X Y : ℝ} (ha : 0 ≤ a) (hb : 0 ≤ b) (hab : a + b = 1)
    (hX : X * c6 c x = 1) (hY : Y * c6 c y = 1) :
    (a * X + b * Y) - (a * X + b * Y) ^ 2 * c6 c (fun k => a * x k + b * y k)
      = a * b * ∑ k, c k * (X * y k - Y * x k) ^ 2 / (x k * y k * (a * x k + b * y k)) := by
  -- the identity for a single pair of excitations
  have h : ∀ k, a * X ^ 2 * (c k / x k) + b * Y ^ 2 * (c k / y k)
      - (a * X + b * Y) ^ 2 * (c k / (a * x k + b * y k))
      = a * b * (c k * (X * y k - Y * x k) ^ 2 / (x k * y k * (a * x k + b * y k))) := by
    intro k
    have h1 := (hx k).ne'
    have h2 := (hy k).ne'
    have h3 := (mix_pos ha hb hab (hx k) (hy k)).ne'
    field_simp
    ring
  -- summed over all pairs
  have hs : a * X ^ 2 * c6 c x + b * Y ^ 2 * c6 c y
      - (a * X + b * Y) ^ 2 * c6 c (fun k => a * x k + b * y k)
      = a * b * ∑ k, c k * (X * y k - Y * x k) ^ 2 / (x k * y k * (a * x k + b * y k)) := by
    simp only [c6, Finset.mul_sum, ← Finset.sum_add_distrib, ← Finset.sum_sub_distrib]
    exact Finset.sum_congr rfl fun k _ => h k
  linear_combination hs - a * X * hX - b * Y * hY

/-- For fixed positive strengths, 1/C6 is a concave function of the whole set of positive
summed gaps. -/
theorem recip_c6_concave [Nonempty ι] {c x y : ι → ℝ} (hc : ∀ k, 0 < c k)
    (hx : ∀ k, 0 < x k) (hy : ∀ k, 0 < y k) {a b : ℝ} (ha : 0 ≤ a) (hb : 0 ≤ b)
    (hab : a + b = 1) :
    a * (1 / c6 c x) + b * (1 / c6 c y) ≤ 1 / c6 c (fun k => a * x k + b * y k) := by
  have hX := c6_pos hc hx
  have hY := c6_pos hc hy
  have hw : ∀ k, 0 < a * x k + b * y k := fun k => mix_pos ha hb hab (hx k) (hy k)
  have key : ∀ M C : ℝ, 0 < M → 0 ≤ M - M ^ 2 * C → M * C ≤ 1 := by
    intro M C hM h
    by_contra hn
    nlinarith [mul_pos hM (sub_pos.2 (not_le.1 hn))]
  rw [le_div_iff₀ (c6_pos hc hw)]
  apply key _ _ (mix_pos ha hb hab (one_div_pos.2 hX) (one_div_pos.2 hY))
  -- the defect is a sum of nonnegative terms
  rw [interpolation_defect c hx hy ha hb hab (one_div_mul_cancel hX.ne')
    (one_div_mul_cancel hY.ne')]
  exact mul_nonneg (mul_nonneg ha hb) (Finset.sum_nonneg fun k _ =>
    div_nonneg (mul_nonneg (hc k).le (sq_nonneg _)) (mul_pos (mul_pos (hx k) (hy k)) (hw k)).le)

/-- For positive strengths, gaps and weights, interpolation of 1/C6 between two sets of gaps
can be exact only if the two sets are proportional, with the ratio of the 1/C6 as factor. -/
theorem proportional_of_exact [Nonempty ι] {c x y : ι → ℝ} (hc : ∀ k, 0 < c k)
    (hx : ∀ k, 0 < x k) (hy : ∀ k, 0 < y k) {a b : ℝ} (ha : 0 < a) (hb : 0 < b)
    (hab : a + b = 1)
    (h : a * (1 / c6 c x) + b * (1 / c6 c y) = 1 / c6 c (fun k => a * x k + b * y k)) (k : ι) :
    1 / c6 c x * y k = 1 / c6 c y * x k := by
  have hw : ∀ k, 0 < a * x k + b * y k := fun k => mix_pos ha.le hb.le hab (hx k) (hy k)
  have hd := interpolation_defect c hx hy ha.le hb.le hab
    (one_div_mul_cancel (c6_pos hc hx).ne') (one_div_mul_cancel (c6_pos hc hy).ne')
  have h0 : ∀ u C : ℝ, u * C = 1 → u - u ^ 2 * C = 0 := by
    intro u C e
    linear_combination (-u) * e
  rw [h, h0 _ _ (one_div_mul_cancel (c6_pos hc hw).ne')] at hd
  have hz := (mul_eq_zero.1 hd.symm).resolve_left (mul_pos ha hb).ne'
  -- a vanishing sum of nonnegative terms vanishes term by term
  have hk := (Finset.sum_eq_zero_iff_of_nonneg (fun k _ =>
    div_nonneg (mul_nonneg (hc k).le (sq_nonneg _))
      (mul_pos (mul_pos (hx k) (hy k)) (hw k)).le)).1 hz k (Finset.mem_univ k)
  have h1 := (div_eq_zero_iff.1 hk).resolve_right (mul_pos (mul_pos (hx k) (hy k)) (hw k)).ne'
  have h2 := (mul_eq_zero.1 h1).resolve_left (hc k).ne'
  exact sub_eq_zero.1 ((pow_eq_zero_iff two_ne_zero).1 h2)

/-- Averaging the gaps of two scissors corrections is the same as averaging the shifts. -/
lemma scissors_mix (c g : ι → ℝ) (s t : ℝ) {a b : ℝ} (hab : a + b = 1) :
    c6 c (fun k => a * (g k + s) + b * (g k + t)) = scissorsC6 c g (a * s + b * t) := by
  have h : (fun k => a * (g k + s) + b * (g k + t)) = fun k => g k + (a * s + b * t) := by
    funext k
    linear_combination g k * hab
  rw [h, scissorsC6]

/-- For at least one pair, with all strengths and gaps positive, C6 strictly decreases with a
nonnegative scissors shift, and 1/C6 is a concave function of the shift. -/
theorem scissors_strictAnti_and_concave [Nonempty ι] {c g : ι → ℝ} (hc : ∀ k, 0 < c k)
    (hg : ∀ k, 0 < g k) :
    StrictAntiOn (scissorsC6 c g) (Set.Ici 0) ∧
      ConcaveOn ℝ (Set.Ici 0) (fun t => 1 / scissorsC6 c g t) := by
  constructor
  · intro s hs t _ hst
    have hs' : (0 : ℝ) ≤ s := hs
    simp only [scissorsC6, c6]
    exact Finset.sum_lt_sum_of_nonempty Finset.univ_nonempty fun k _ =>
      div_lt_div_of_pos_left (hc k) (add_pos_of_pos_of_nonneg (hg k) hs') (by linarith)
  · refine ⟨convex_Ici 0, ?_⟩
    intro s hs t ht a b ha hb hab
    simp only [smul_eq_mul]
    exact (recip_c6_concave hc (x := fun k => g k + s) (y := fun k => g k + t)
      (fun k => add_pos_of_pos_of_nonneg (hg k) hs)
      (fun k => add_pos_of_pos_of_nonneg (hg k) ht) ha hb hab).trans_eq
      (congrArg (fun z => 1 / z) (scissors_mix c g s t hab))

/-- For positive strengths and gaps, linear interpolation of 1/C6 between two nonnegative
scissors shifts never underestimates C6. -/
theorem c6_le_interpolation [Nonempty ι] {c g : ι → ℝ} (hc : ∀ k, 0 < c k)
    (hg : ∀ k, 0 < g k) {s t a b : ℝ} (hs : 0 ≤ s) (ht : 0 ≤ t) (ha : 0 ≤ a) (hb : 0 ≤ b)
    (hab : a + b = 1) :
    scissorsC6 c g (a * s + b * t)
      ≤ 1 / (a * (1 / scissorsC6 c g s) + b * (1 / scissorsC6 c g t)) := by
  have hpos : ∀ u : ℝ, 0 ≤ u → 0 < scissorsC6 c g u := fun u hu =>
    c6_pos hc fun k => add_pos_of_pos_of_nonneg (hg k) hu
  have h := (scissors_strictAnti_and_concave hc hg).2.2 hs ht ha hb hab
  simp only [smul_eq_mul] at h
  exact (le_one_div (mix_pos ha hb hab (one_div_pos.2 (hpos s hs)) (one_div_pos.2 (hpos t ht)))
    (hpos _ (add_nonneg (mul_nonneg ha hs) (mul_nonneg hb ht)))).1 h

/-- For positive strengths and gaps, interpolation of 1/C6 strictly between two different
nonnegative shifts is exact if and only if all summed gaps are equal. -/
theorem interpolation_exact_iff [Nonempty ι] {c g : ι → ℝ} (hc : ∀ k, 0 < c k)
    (hg : ∀ k, 0 < g k) {s t a b : ℝ} (hs : 0 ≤ s) (ht : 0 ≤ t) (hst : s ≠ t)
    (ha : 0 < a) (hb : 0 < b) (hab : a + b = 1) :
    a * (1 / scissorsC6 c g s) + b * (1 / scissorsC6 c g t)
      = 1 / scissorsC6 c g (a * s + b * t) ↔ ∀ k l, g k = g l := by
  constructor
  · intro h k l
    have hp : ∀ k, 1 / scissorsC6 c g s * (g k + t) = 1 / scissorsC6 c g t * (g k + s) :=
      proportional_of_exact hc (x := fun k => g k + s) (y := fun k => g k + t)
        (fun k => add_pos_of_pos_of_nonneg (hg k) hs)
        (fun k => add_pos_of_pos_of_nonneg (hg k) ht) ha hb hab
        (h.trans (congrArg (fun z => 1 / z) (scissors_mix c g s t hab).symm))
    have hC : 0 < scissorsC6 c g t := c6_pos hc fun k => add_pos_of_pos_of_nonneg (hg k) ht
    have hm : (1 / scissorsC6 c g s - 1 / scissorsC6 c g t) * (g k - g l) = 0 := by
      linear_combination hp k - hp l
    rcases mul_eq_zero.1 hm with h1 | h1
    · -- equal coefficients would force equal shifts
      have h2 := hp k
      rw [sub_eq_zero.1 h1] at h2
      have h3 := mul_left_cancel₀ (one_div_pos.2 hC).ne' h2
      exact absurd (by linarith) hst
    · exact sub_eq_zero.1 h1
  · intro h
    obtain ⟨k₀⟩ := ‹Nonempty ι›
    -- with a single gap, C6 is one fraction
    have hf : ∀ u, scissorsC6 c g u = (∑ k, c k) / (g k₀ + u) := by
      intro u
      simp only [scissorsC6, c6, Finset.sum_div]
      exact Finset.sum_congr rfl fun k _ => by rw [h k k₀]
    have hb' : b = 1 - a := by linarith
    rw [hf, hf, hf, one_div_div, one_div_div, one_div_div, hb']
    ring


end

end ScissorsDispersion
```

```lean
#print axioms ScissorsDispersion.c6_le_interpolation
-- 'ScissorsDispersion.c6_le_interpolation' depends on axioms: [propext, Classical.choice, Quot.sound]
#print axioms ScissorsDispersion.interpolation_exact_iff
-- 'ScissorsDispersion.interpolation_exact_iff' depends on axioms: [propext, Classical.choice, Quot.sound]
```

## Reading the theorems, and their limits

The finite type `ι` labels the pairs, `c6 c w` is C6(w), and `scissorsC6 c g t` is C(t). `Set.Ici 0` is the range t ≥ 0. The main theorem is `scissors_strictAnti_and_concave`; `c6_le_interpolation` is the bound and `interpolation_exact_iff` the equality case.

In `interpolation_defect`, `field_simp` and `ring` prove the one-pair identity, and `linear_combination` inserts the definitions of X and Y after summation. `recip_c6_concave` uses the sign of the squares, and `proportional_of_exact` their vanishing. `scissors_mix` turns averaged gaps into an averaged shift. `recip_c6_concave` also allows state-dependent gap corrections, provided that the gaps are interpolated linearly with the same weights.

The strengths are arbitrary positive numbers in the file; their construction from dipoles is the physical reading given above. Fixed strengths are an assumption: a correction that keeps oscillator strengths fixed instead changes the dipoles, and the theorems do not address it. Nor do they treat continuum spectra, extrapolation beyond the two shifts, or floating-point rounding. They give the sign of the interpolation error, with no estimate of its size in terms of the tabulated values.
